# The product of two Hermitian unitary matrices has conjugate-paired eigenvalues, determinant ±1 and real power traces

A code that computes only the eigenphases of a unitary step between \(0\) and \(\pi\), and fills in the rest by changing the sign, returns a wrong spectrum when the step lacks conjugate symmetry. For the \(1\times1\) step \(U=i\) it would invent an eigenvalue \(-i\). If the step is a product of two reflections, the symmetry is guaranteed.

## Reversal by one of the reflections

Here a reflection is any complex \(n\times n\) matrix that is both Hermitian and unitary; its eigenvalue \(-1\) may have any multiplicity. Let \(R_1\) and \(R_2\) be reflections, and let \(U=R_1R_2\). Then \(U\) is unitary and

\[
R_1UR_1=U^\dagger,\qquad \det U=\pm1,\qquad \operatorname{Im}\operatorname{tr}(U^k)=0\quad(k=0,1,2,\dots).
\]

If \(Uv=zv\) with \(v\neq0\), then \(R_1v\) is an eigenvector of \(U\) at \(\bar z\). For \(z=\pm1\) the two eigenvalues coincide, and \(R_1v\) may be a multiple of \(v\).

Conversely, if \(U\) is unitary and some reflection \(R\) satisfies \(RUR=U^\dagger\), then \(RU\) is a reflection and \(U=R(RU)\).

## Walk operators and spectral moments

The Grover iteration is a product of two reflections, and so are the walk operators used in phase estimation for electronic structure when the block encoding is itself a reflection; the result applies to them as finite matrices with exact reflections.

The traces \(\operatorname{tr}(U^k)\) are the Fourier moments of the eigenphase density. Since they are real, an imaginary part in a full trace signals rounding or a faulty factor. In a stochastic trace estimate it can also be sampling error, because a single expectation value \(v^\dagger U^kv\) need not be real.

## Derivation from \(R^2=1\)

**Reflections.** Hermiticity and unitarity give \(R^2=RR^\dagger=1\). An orthogonal projector \(P\) supplies an example: \(2P-1\) is Hermitian, and \((2P-1)^2=4P^2-4P+1=1\), so it is also unitary.

**Reversal.** As a product of unitary matrices, \(U\) is unitary. Its adjoint is \(U^\dagger=R_2R_1\), and \(R_1(R_1R_2)R_1=R_2R_1\).

**Eigenvectors.** Let \(Uv=zv\) with \(v\neq0\). Norm conservation gives

\[
v^\dagger v=(Uv)^\dagger(Uv)=\bar zz\,v^\dagger v,
\]

so \(\bar zz=1\). From \(v=U^\dagger Uv=z\,U^\dagger v\), multiplication by \(\bar z\) yields \(U^\dagger v=\bar zv\). Therefore

\[
U(R_1v)=R_1R_2R_1v=R_1U^\dagger v=\bar z\,R_1v.
\]

The vector \(R_1v\) is nonzero, since \(R_1(R_1v)=v\).

**Traces.** Reversal extends to powers, \((U^\dagger)^k=R_1U^kR_1\). For \(k=0\) this is \(R_1^2=1\). In the step from \(k\) to \(k+1\),

\[
(R_1U^kR_1)(R_1UR_1)=R_1U^{k+1}R_1.
\]

Cyclicity of the trace then gives

\[
\overline{\operatorname{tr}(U^k)}=\operatorname{tr}\big((U^\dagger)^k\big)=\operatorname{tr}(R_1U^kR_1)=\operatorname{tr}(U^k).
\]

**Determinant.** From \(R_j^2=1\) follows \((\det R_j)^2=1\) for \(j=1,2\), hence \((\det U)^2=1\).

**Converse.** If \(RUR=U^\dagger\), then \((RU)^\dagger=U^\dagger R=RUR^2=RU\). The product \(RU\) is also unitary, and \(R(RU)=U\).

## The Lean file

```lean
import Mathlib

open scoped Matrix ComplexOrder

namespace TwoReflectionWalk

variable {n : Type*} [Fintype n] [DecidableEq n]

/-- A reflection is a matrix that is both Hermitian and unitary. -/
def IsReflection (R : Matrix n n ℂ) : Prop :=
  R.IsHermitian ∧ R ∈ Matrix.unitaryGroup n ℂ

/-- Applying a reflection twice gives the identity. -/
theorem reflection_sq {R : Matrix n n ℂ} (hR : IsReflection R) : R * R = 1 := by
  have h := Matrix.mem_unitaryGroup_iff.mp hR.2
  rw [Matrix.star_eq_conjTranspose, hR.1.eq] at h
  exact h

/-- An orthogonal projector `P` defines the reflection `2P - 1`. -/
theorem reflection_of_projector {P : Matrix n n ℂ} (hP : P.IsHermitian)
    (hI : P * P = P) : IsReflection ((2 : ℂ) • P - 1) := by
  have hH : ((2 : ℂ) • P - 1).IsHermitian := by
    change ((2 : ℂ) • P - 1)ᴴ = (2 : ℂ) • P - 1
    rw [Matrix.conjTranspose_sub, Matrix.conjTranspose_smul,
      Matrix.conjTranspose_one, hP.eq]
    simp
  refine ⟨hH, ?_⟩
  rw [Matrix.mem_unitaryGroup_iff, Matrix.star_eq_conjTranspose, hH.eq]
  simp only [Matrix.sub_mul, Matrix.mul_sub, Matrix.smul_mul, Matrix.mul_smul,
    hI, one_mul, mul_one]
  module

/-- Conjugating the walk `R₁ R₂` by its first reflection gives its adjoint. -/
theorem walk_reversal {R₁ R₂ : Matrix n n ℂ} (h₁ : IsReflection R₁)
    (h₂ : IsReflection R₂) : R₁ * (R₁ * R₂) * R₁ = (R₁ * R₂)ᴴ := by
  rw [Matrix.conjTranspose_mul, h₁.1.eq, h₂.1.eq, ← mul_assoc,
    reflection_sq h₁, one_mul]

/-- An eigenvalue of a unitary matrix has unit modulus, written as `z̄ z = 1`. -/
theorem unitary_eigenvalue {U : Matrix n n ℂ} (hU : U ∈ Matrix.unitaryGroup n ℂ)
    {z : ℂ} {v : n → ℂ} (hv₀ : v ≠ 0) (hv : U *ᵥ v = z • v) : star z * z = 1 := by
  -- a unitary matrix conserves the squared norm
  have h : star (U *ᵥ v) ⬝ᵥ (U *ᵥ v) = star v ⬝ᵥ v := by
    rw [Matrix.star_mulVec, Matrix.dotProduct_mulVec, Matrix.vecMul_vecMul,
      ← Matrix.star_eq_conjTranspose, Matrix.mem_unitaryGroup_iff'.mp hU,
      Matrix.vecMul_one]
  rw [hv, star_smul, smul_dotProduct, dotProduct_smul, smul_eq_mul, smul_eq_mul] at h
  have hne : star v ⬝ᵥ v ≠ 0 := fun h₀ => hv₀ (dotProduct_star_self_eq_zero.mp h₀)
  apply mul_right_cancel₀ hne
  rw [one_mul, mul_assoc]
  exact h

/-- The first reflection maps an eigenvector of the walk at `z` to an eigenvector
at the complex conjugate of `z`. -/
theorem walk_eigenvector {R₁ R₂ : Matrix n n ℂ} (h₁ : IsReflection R₁)
    (h₂ : IsReflection R₂) {z : ℂ} {v : n → ℂ} (hv₀ : v ≠ 0)
    (hv : (R₁ * R₂) *ᵥ v = z • v) :
    R₁ *ᵥ v ≠ 0 ∧ (R₁ * R₂) *ᵥ (R₁ *ᵥ v) = star z • (R₁ *ᵥ v) := by
  have hz := unitary_eigenvalue (mul_mem h₁.2 h₂.2) hv₀ hv
  have hinv : R₂ * R₁ * (R₁ * R₂) = 1 := by
    rw [mul_assoc, ← mul_assoc R₁ R₁ R₂, reflection_sq h₁, one_mul, reflection_sq h₂]
  -- the reversed walk undoes the step
  have hback : z • ((R₂ * R₁) *ᵥ v) = v := by
    rw [← Matrix.mulVec_smul, ← hv, Matrix.mulVec_mulVec, hinv, Matrix.one_mulVec]
  have hadj : (R₂ * R₁) *ᵥ v = star z • v := by
    calc (R₂ * R₁) *ᵥ v = (star z * z) • ((R₂ * R₁) *ᵥ v) := by rw [hz, one_smul]
      _ = star z • v := by rw [← smul_smul, hback]
  constructor
  · intro h₀
    apply hv₀
    calc v = R₁ *ᵥ (R₁ *ᵥ v) := by
          rw [Matrix.mulVec_mulVec, reflection_sq h₁, Matrix.one_mulVec]
      _ = 0 := by rw [h₀, Matrix.mulVec_zero]
  · rw [Matrix.mulVec_mulVec, mul_assoc, ← Matrix.mulVec_mulVec, hadj,
      Matrix.mulVec_smul]

/-- The trace of every power of the walk is real. -/
theorem walk_trace_pow_real {R₁ R₂ : Matrix n n ℂ} (h₁ : IsReflection R₁)
    (h₂ : IsReflection R₂) (k : ℕ) : (((R₁ * R₂) ^ k).trace).im = 0 := by
  -- reversal holds for any number of steps
  have hpow : ((R₁ * R₂)ᴴ) ^ k = R₁ * (R₁ * R₂) ^ k * R₁ := by
    induction k with
    | zero => rw [pow_zero, pow_zero, mul_one, reflection_sq h₁]
    | succ k ih =>
      rw [pow_succ, ih, ← walk_reversal h₁ h₂, pow_succ]
      calc R₁ * (R₁ * R₂) ^ k * R₁ * (R₁ * (R₁ * R₂) * R₁)
          = R₁ * (R₁ * R₂) ^ k * (R₁ * R₁) * (R₁ * R₂) * R₁ := by
            simp only [mul_assoc]
        _ = R₁ * ((R₁ * R₂) ^ k * (R₁ * R₂)) * R₁ := by
            rw [reflection_sq h₁, mul_one]
            simp only [mul_assoc]
  have h : star ((R₁ * R₂) ^ k).trace = ((R₁ * R₂) ^ k).trace := by
    rw [← Matrix.trace_conjTranspose, Matrix.conjTranspose_pow, hpow,
      Matrix.trace_mul_comm, ← mul_assoc, reflection_sq h₁, one_mul]
  exact Complex.conj_eq_iff_im.mp h

/-- The product of two reflections is unitary, is reversed by the first reflection,
has eigenvectors paired at conjugate eigenvalues, has determinant `1` or `-1`,
and has real traces of all powers. -/
theorem two_reflection_walk {R₁ R₂ : Matrix n n ℂ} (h₁ : IsReflection R₁)
    (h₂ : IsReflection R₂) :
    R₁ * R₂ ∈ Matrix.unitaryGroup n ℂ ∧
    R₁ * (R₁ * R₂) * R₁ = (R₁ * R₂)ᴴ ∧
    (∀ (z : ℂ) (v : n → ℂ), v ≠ 0 → (R₁ * R₂) *ᵥ v = z • v →
      R₁ *ᵥ v ≠ 0 ∧ (R₁ * R₂) *ᵥ (R₁ *ᵥ v) = star z • (R₁ *ᵥ v)) ∧
    ((R₁ * R₂).det = 1 ∨ (R₁ * R₂).det = -1) ∧
    ∀ k : ℕ, (((R₁ * R₂) ^ k).trace).im = 0 := by
  refine ⟨mul_mem h₁.2 h₂.2, walk_reversal h₁ h₂,
    fun z v hv₀ hv => walk_eigenvector h₁ h₂ hv₀ hv, ?_, walk_trace_pow_real h₁ h₂⟩
  -- each reflection has a determinant that squares to one
  have d₁ : R₁.det * R₁.det = 1 := by
    rw [← Matrix.det_mul, reflection_sq h₁, Matrix.det_one]
  have d₂ : R₂.det * R₂.det = 1 := by
    rw [← Matrix.det_mul, reflection_sq h₂, Matrix.det_one]
  apply mul_self_eq_one_iff.mp
  rw [Matrix.det_mul]
  linear_combination (R₂.det * R₂.det) * d₁ + d₂

/-- Conversely, a unitary matrix that some reflection `R` conjugates to its adjoint
is the product of the two reflections `R` and `R U`. -/
theorem walk_of_reversal {R U : Matrix n n ℂ} (hR : IsReflection R)
    (hU : U ∈ Matrix.unitaryGroup n ℂ) (h : R * U * R = Uᴴ) :
    IsReflection (R * U) ∧ U = R * (R * U) := by
  refine ⟨⟨?_, mul_mem hR.2 hU⟩, ?_⟩
  · change (R * U)ᴴ = R * U
    rw [Matrix.conjTranspose_mul, hR.1.eq, ← h, mul_assoc, reflection_sq hR, mul_one]
  · rw [← mul_assoc, reflection_sq hR, one_mul]

/-- The planar mirror whose axis makes the angle `a / 2` with the first basis vector. -/
noncomputable def mirror (a : ℝ) : Matrix (Fin 2) (Fin 2) ℂ :=
  !![(Real.cos a : ℂ), (Real.sin a : ℂ); (Real.sin a : ℂ), -(Real.cos a : ℂ)]

/-- Planar mirrors are reflections, and the product of the mirrors with parameters
`a` and `b` is the rotation by `a - b`. -/
theorem mirror_witness (a b : ℝ) :
    IsReflection (mirror a) ∧ IsReflection (mirror b) ∧
    mirror a * mirror b =
      !![(Real.cos (a - b) : ℂ), -(Real.sin (a - b) : ℂ);
         (Real.sin (a - b) : ℂ), (Real.cos (a - b) : ℂ)] := by
  have hprod : ∀ x y : ℝ, mirror x * mirror y =
      !![(Real.cos (x - y) : ℂ), -(Real.sin (x - y) : ℂ);
         (Real.sin (x - y) : ℂ), (Real.cos (x - y) : ℂ)] := by
    intro x y
    ext i j
    fin_cases i <;> fin_cases j <;>
      simp [mirror, Matrix.mul_apply, Fin.sum_univ_succ, Real.cos_sub, Real.sin_sub,
        -Complex.ofReal_cos, -Complex.ofReal_sin] <;> ring
  have hrefl : ∀ x : ℝ, IsReflection (mirror x) := by
    intro x
    have hH : (mirror x).IsHermitian := by
      change (mirror x)ᴴ = mirror x
      ext i j
      fin_cases i <;> fin_cases j <;>
        simp [mirror, Matrix.conjTranspose_apply,
          -Complex.ofReal_cos, -Complex.ofReal_sin]
    refine ⟨hH, ?_⟩
    -- equal mirrors compose to the rotation by zero
    rw [Matrix.mem_unitaryGroup_iff, Matrix.star_eq_conjTranspose, hH.eq, hprod,
      Matrix.one_fin_two]
    simp
  exact ⟨hrefl a, hrefl b, hprod a b⟩

end TwoReflectionWalk
```

```lean
#print axioms TwoReflectionWalk.reflection_of_projector
-- 'TwoReflectionWalk.reflection_of_projector' depends on axioms: [propext, Classical.choice, Quot.sound]
#print axioms TwoReflectionWalk.two_reflection_walk
-- 'TwoReflectionWalk.two_reflection_walk' depends on axioms: [propext, Classical.choice, Quot.sound]
#print axioms TwoReflectionWalk.walk_of_reversal
-- 'TwoReflectionWalk.walk_of_reversal' depends on axioms: [propext, Classical.choice, Quot.sound]
```

## How the lemmas follow the derivation

`reflection_sq` and `reflection_of_projector` are the two statements about single reflections. `walk_reversal` rewrites the adjoint of the product and cancels \(R_1^2\).

`unitary_eigenvalue` computes the squared norm of \(Uv\) in two ways and cancels \(v^\dagger v\), which is nonzero because \(v\) is. In `walk_eigenvector`, `hback` is the equation \(z\,U^\dagger v=v\) and `hadj` is \(U^\dagger v=\bar zv\), with \(U^\dagger\) written as `R₂ * R₁`. In `walk_trace_pow_real`, `hpow` is the induction on \(k\), and `Matrix.trace_mul_comm` supplies the cyclicity.

`two_reflection_walk` collects these results and adds the determinant, where `linear_combination` combines the two squared determinants. `walk_of_reversal` is the converse.

`mirror_witness` gives a concrete pair: planar mirrors with parameters \(a\) and \(b\), whose axes lie at \(a/2\) and \(b/2\), compose to the rotation by \(a-b\). Its proof compares matrix entries using the addition formulas for sine and cosine.

## Exact matrices in an orthonormal basis

`IsReflection` requires `R.IsHermitian` and membership in `Matrix.unitaryGroup n ℂ`. The index type `n` is any finite set of basis labels, `*ᵥ` applies a matrix to a vector, `ᴴ` is the conjugate transpose, and `star z` is \(\bar z\). In `R₁ * R₂` the matrix \(R_2\) acts on the state first; the "first reflection" of the comments is the left factor.

The adjoint is the plain conjugate transpose, as is right for an orthonormal basis. Matrices in a non-orthogonal orbital basis must be orthogonalised before the theorems apply. Infinite-dimensional walks and floating-point error are not treated, so a tolerance for \(\|R_1UR_1-U^\dagger\|\) has to come from elsewhere.

The theorem pairs eigenvectors and does not count multiplicities, which a code that fills in half a spectrum also needs; they agree because \(R_1\), being its own inverse, maps the eigenspace at \(z\) one-to-one onto that at \(\bar z\).

Hermiticity matters. With \(R_1=1\) and \(R_2=i\) as \(1\times1\) matrices, both factors are unitary but \(R_2\) is not Hermitian. Then \(U=i\): reversal fails, \(-i\) is not an eigenvalue, and both determinant and trace equal \(i\).

A different model would ask only for \(R^2=1\), with no reference to an inner product. The determinant would still be \(\pm1\), but \(R_1\) would turn \(U\) into \(U^{-1}\) and pair \(z\) with \(1/z\). Unitarity and real traces could then fail, as for

\[
R_1=\begin{pmatrix}0&1\\1&0\end{pmatrix},\qquad
R_2=\begin{pmatrix}0&1/(2i)\\2i&0\end{pmatrix},
\]

where \(U=\operatorname{diag}(2i,\,-i/2)\) has trace \(3i/2\).
